# For a finite Hermitian Hamiltonian, dE/dβ is minus the energy variance and vanishes exactly when H is a multiple of the identity

When the Hamiltonian does not depend on temperature, the heat capacity can be computed at a single temperature, without a finite difference between two temperatures: diagonalise the Hamiltonian in a finite orthonormal basis, form the Boltzmann mean and variance of its levels, and divide the variance by $kT^2$. Here $T$ is the temperature and $k$ the Boltzmann constant. The step rests on an identity for the thermal energy

$$E(\beta)=\frac{\mathrm{Tr}(He^{-\beta H})}{\mathrm{Tr}\,e^{-\beta H}},\qquad \frac{dE}{d\beta}=-\langle (H-E)^2\rangle ,$$

where $H$ is a Hermitian matrix, $\beta=1/(kT)$ is the inverse temperature, and $\langle A\rangle=\mathrm{Tr}(Ae^{-\beta H})/\mathrm{Tr}\,e^{-\beta H}$ is the thermal mean. Once the result is converged with respect to the basis at the chosen temperature, it gives a reference value against which a path-integral heat capacity of the same model can be compared. The exponential is the exact one, so the result does not cover the discretisation error of a ring polymer with finitely many beads.

## Finitely many levels, and at least one

The type `n` labels the basis states. `Fintype n` says that there are finitely many of them, as in a truncated basis or a spin cluster. `Nonempty n` says that there is at least one.

```lean
import Mathlib

open Matrix

namespace QuantumHeatCapacity

noncomputable section

variable {n : Type*} [Fintype n]
```

Let the levels be $e_i$, with weights $w_i=e^{-\beta e_i}$, and set

$$Z=\sum_i w_i,\qquad N=\sum_i e_iw_i,\qquad S=\sum_i e_i^2w_i .$$

The mean level energy is $m=N/Z$, which is `levelMean e β`.

```lean
/-- The Boltzmann-weighted mean of a finite list of energy levels. -/
def levelMean (e : n → ℝ) (β : ℝ) : ℝ :=
  (∑ i, e i * Real.exp (-β * e i)) / ∑ i, Real.exp (-β * e i)
```

The variance is the weighted mean of $(e_i-m)^2$.

```lean
/-- The Boltzmann-weighted variance of a finite list of energy levels. -/
def levelVariance (e : n → ℝ) (β : ℝ) : ℝ :=
  (∑ i, (e i - levelMean e β) ^ 2 * Real.exp (-β * e i)) / ∑ i, Real.exp (-β * e i)
```

Both hypotheses enter the derivation by hand at the division by $Z$. Finiteness makes $Z$ a finite sum, and since every weight is positive, one level is enough for $Z>0$.

```lean
/-- The sum of Boltzmann factors over a nonempty set of levels is positive. -/
theorem levelSum_pos [Nonempty n] (e : n → ℝ) (β : ℝ) :
    0 < ∑ i, Real.exp (-β * e i) :=
  Finset.sum_pos (fun _ _ => Real.exp_pos _) Finset.univ_nonempty
```

Each weight satisfies $dw_i/d\beta=-e_iw_i$. Because the sums are finite, they can be differentiated term by term, so $Z'=-N$ and $N'=-S$. The quotient rule gives

$$\frac{dm}{d\beta}=\frac{N'Z-NZ'}{Z^2}=\frac{-SZ+N^2}{Z^2}=-\left(\frac SZ-m^2\right).$$

Expanding the square in the variance gives

$$\frac1Z\sum_i(e_i-m)^2w_i=\frac{S-2mN+m^2Z}{Z}=\frac SZ-m^2 ,$$

because $N=mZ$. The derivative is therefore minus the variance.

The proof follows the same route. `hw` differentiates one weight, `hZ` and `hN` differentiate the two sums, and `hexpand` expands the centred square. After the quotient rule, the three sums are replaced by the letters `Z`, `N` and `S`, and `field_simp` and `ring` finish the algebra.

```lean
/-- The mean level energy has derivative minus the level variance with respect to the
inverse temperature. -/
theorem hasDerivAt_levelMean [Nonempty n] (e : n → ℝ) (β : ℝ) :
    HasDerivAt (levelMean e) (-levelVariance e β) β := by
  have hZ0 := levelSum_pos e β
  -- each Boltzmann factor brings down minus its energy
  have hw : ∀ i, HasDerivAt (fun b : ℝ => Real.exp (-b * e i))
      (-(e i * Real.exp (-β * e i))) β := fun i =>
    (((hasDerivAt_neg' β).mul_const (e i)).exp).congr_deriv (by ring)
  have hZ : HasDerivAt (fun b : ℝ => ∑ i, Real.exp (-b * e i))
      (-∑ i, e i * Real.exp (-β * e i)) β :=
    (HasDerivAt.fun_sum (fun i _ => hw i)).congr_deriv (by rw [Finset.sum_neg_distrib])
  have hN : HasDerivAt (fun b : ℝ => ∑ i, e i * Real.exp (-b * e i))
      (-∑ i, e i ^ 2 * Real.exp (-β * e i)) β := by
    refine (HasDerivAt.fun_sum (fun i _ => (hw i).const_mul (e i))).congr_deriv ?_
    rw [← Finset.sum_neg_distrib]
    exact Finset.sum_congr rfl (fun i _ => by ring)
  -- the centred second moment in terms of raw moments
  have hexpand : ∀ m : ℝ, ∑ i, (e i - m) ^ 2 * Real.exp (-β * e i)
      = ∑ i, e i ^ 2 * Real.exp (-β * e i) - 2 * m * ∑ i, e i * Real.exp (-β * e i)
        + m ^ 2 * ∑ i, Real.exp (-β * e i) := by
    intro m
    rw [Finset.mul_sum, Finset.mul_sum, ← Finset.sum_sub_distrib, ← Finset.sum_add_distrib]
    exact Finset.sum_congr rfl (fun i _ => by ring)
  refine (hN.fun_div hZ hZ0.ne').congr_deriv ?_
  rw [levelVariance, hexpand, levelMean]
  try beta_reduce
  generalize (∑ i, Real.exp (-β * e i)) = Z at hZ0 ⊢
  generalize (∑ i, e i * Real.exp (-β * e i)) = N
  generalize (∑ i, e i ^ 2 * Real.exp (-β * e i)) = S
  have hne : Z ≠ 0 := hZ0.ne'
  field_simp
  ring
```

With infinitely many levels, $Z$ can diverge: if all levels are equal, every term is the same positive number. With no levels at all, the thermal mean is $0/0$, which Lean evaluates as $0$; the identities would then hold by convention and carry no physics.

## A real inverse temperature

The parameter `β` is a real number, converted to a complex one only to multiply the matrix. Zero and negative values are allowed, since a finite spectrum gives a finite, positive $Z$ there too. At $\beta=0$ all levels have equal weight.

The Boltzmann operator `gibbs H β` is the matrix exponential $e^{-\beta H}$.

```lean
variable [DecidableEq n]

/-- The Boltzmann operator `exp(-βH)`. -/
def gibbs (H : Matrix n n ℂ) (β : ℝ) : Matrix n n ℂ :=
  NormedSpace.exp (-(β : ℂ) • H)
```

`thermalMean` is the normalised trace $\langle A\rangle$, so the Boltzmann operator itself need not have unit trace.

```lean
/-- The thermal mean `Tr(A exp(-βH)) / Tr exp(-βH)` of an observable `A`. -/
def thermalMean (H : Matrix n n ℂ) (β : ℝ) (A : Matrix n n ℂ) : ℂ :=
  trace (A * gibbs H β) / trace (gibbs H β)

/-- The thermal energy, the thermal mean of the Hamiltonian. -/
def energy (H : Matrix n n ℂ) (β : ℝ) : ℂ := thermalMean H β H
```

The variance is defined as the thermal mean of the square of $H-E\,\mathbf 1$, and not by a derivative. The theorem therefore relates two independently defined quantities.

```lean
/-- The thermal variance of the energy, the mean of `(H - E)²`. -/
def energyVariance (H : Matrix n n ℂ) (β : ℝ) : ℂ :=
  thermalMean H β ((H - energy H β • (1 : Matrix n n ℂ)) ^ 2)
```

The hand derivation uses real $\beta$ to make every $w_i$ positive, and the proof uses it in `levelSum_pos`. For complex $\beta$ this fails: with levels $0$ and $\varepsilon>0$ and $\beta=i\pi/\varepsilon$, the partition function is $1+e^{-i\pi}=0$, and the thermal energy is undefined.

These definitions take complex values, because the trace of a complex matrix is complex. Defining the energy directly as the real number `levelMean` of the eigenvalues would remove the conversions between real and complex numbers. It would also move the diagonalisation into the definition, and the link to $\mathrm{Tr}(He^{-\beta H})$ would need a theorem of its own.

## A Hermitian Hamiltonian

`H.IsHermitian` says that the energy is an observable: its levels are real and there is an orthonormal basis of eigenvectors. By hand, this gives $H=UDV$ with $D=\mathrm{diag}(e_i)$ real, $U$ unitary and $V=U^\dagger$, so that $UV=\mathbf 1$. The lemma keeps only the parts needed later, namely the factorisation, the real levels and $UV=\mathbf 1$.

```lean
/-- A Hermitian Hamiltonian can be diagonalised with real energy levels. -/
theorem exists_levels {H : Matrix n n ℂ} (hH : H.IsHermitian) :
    ∃ (U V : Matrix n n ℂ) (e : n → ℝ), U * V = 1 ∧
      H = U * diagonal (fun i => (e i : ℂ)) * V := by
  refine ⟨(hH.eigenvectorUnitary : Matrix n n ℂ),
    star (hH.eigenvectorUnitary : Matrix n n ℂ), hH.eigenvalues,
    Matrix.mem_unitaryGroup_iff.1 hH.eigenvectorUnitary.2, ?_⟩
  have h := hH.spectral_theorem
  rw [Unitary.conjStarAlgAut_apply] at h
  exact h
```

For real $c$ and a natural number $k$, which is here a power, the factorisation gives

$$(H-c\mathbf 1)^k=U(D-c\mathbf 1)^kV,\qquad e^{-\beta H}=Ue^{-\beta D}V .$$

In the product of the two, the inner factor $VU=\mathbf 1$ drops out. Cyclicity of the trace removes the outer $U$ and $V$:

$$\mathrm{Tr}\big((H-c\mathbf 1)^ke^{-\beta H}\big)=\sum_i(e_i-c)^ke^{-\beta e_i}.$$

In the proof, `hexp` treats the exponential, `hsub` the shift, `hpow` the power by induction on `k`, and `hmul` the product of two matrices that are diagonal in the same basis.

```lean
/-- The trace of `(H - c)^k exp(-βH)` is the corresponding Boltzmann sum over energy levels. -/
theorem trace_moment {H U V : Matrix n n ℂ} {e : n → ℝ} (hUV : U * V = 1)
    (hH : H = U * diagonal (fun i => (e i : ℂ)) * V) (β c : ℝ) (k : ℕ) :
    trace ((H - (c : ℂ) • (1 : Matrix n n ℂ)) ^ k * gibbs H β)
      = ((∑ i, (e i - c) ^ k * Real.exp (-β * e i) : ℝ) : ℂ) := by
  subst hH
  have hVU : V * U = 1 := mul_eq_one_comm.1 hUV
  have hV : U⁻¹ = V := Matrix.inv_eq_right_inv hUV
  have hU : IsUnit U := ⟨⟨U, V, hUV, hVU⟩, rfl⟩
  have hmul : ∀ a b : n → ℂ, U * diagonal a * V * (U * diagonal b * V)
      = U * diagonal (fun i => a i * b i) * V := by
    intro a b
    rw [← Matrix.diagonal_mul_diagonal]
    calc _ = U * diagonal a * (V * U) * diagonal b * V := by simp only [Matrix.mul_assoc]
      _ = _ := by rw [hVU]; simp only [Matrix.mul_one, Matrix.mul_assoc]
  -- the Boltzmann operator is diagonal in the energy basis
  have hexp : gibbs (U * diagonal (fun i => (e i : ℂ)) * V) β
      = U * diagonal (fun i => Complex.exp (-(β : ℂ) * (e i : ℂ))) * V := by
    have h1 : -(β : ℂ) • (U * diagonal (fun i => (e i : ℂ)) * V)
        = U * diagonal (fun i => -(β : ℂ) * (e i : ℂ)) * U⁻¹ := by
      have h : diagonal (fun i => -(β : ℂ) * (e i : ℂ))
          = (-(β : ℂ)) • diagonal (fun i => (e i : ℂ)) := by
        ext i j
        by_cases hij : i = j
        · subst hij; simp
        · simp [hij]
      rw [hV, h, Matrix.mul_smul, Matrix.smul_mul]
    have h2 : NormedSpace.exp (fun i => -(β : ℂ) * (e i : ℂ))
        = fun i => Complex.exp (-(β : ℂ) * (e i : ℂ)) := by
      funext i
      rw [Complex.exp_eq_exp_ℂ]
      exact Pi.coe_exp _ _
    rw [gibbs, h1, Matrix.exp_conj _ _ hU, Matrix.exp_diagonal, hV, h2]
  -- so are all powers of the shifted Hamiltonian
  have hsub : U * diagonal (fun i => (e i : ℂ)) * V - (c : ℂ) • (1 : Matrix n n ℂ)
      = U * diagonal (fun i => (e i : ℂ) - (c : ℂ)) * V := by
    have h : diagonal (fun i => (e i : ℂ) - (c : ℂ))
        = diagonal (fun i => (e i : ℂ)) - (c : ℂ) • (1 : Matrix n n ℂ) := by
      ext i j
      by_cases hij : i = j
      · subst hij; simp
      · simp [hij]
    rw [h, Matrix.mul_sub, Matrix.sub_mul, Matrix.mul_smul, Matrix.smul_mul,
      Matrix.mul_one, hUV]
  have hpow : (U * diagonal (fun i => (e i : ℂ) - (c : ℂ)) * V) ^ k
      = U * diagonal (fun i => ((e i : ℂ) - (c : ℂ)) ^ k) * V := by
    induction k with
    | zero => simp [hUV]
    | succ k ih =>
      simp only [pow_succ]
      rw [ih, hmul]
  rw [hsub, hpow, hexp, hmul, Matrix.trace_mul_comm, ← Matrix.mul_assoc, hVU,
    Matrix.one_mul, Matrix.trace_diagonal]
  simp only [Complex.ofReal_sum, Complex.ofReal_mul, Complex.ofReal_pow, Complex.ofReal_sub,
    Complex.ofReal_exp, Complex.ofReal_neg]
```

The case $k=0$ is the partition function.

```lean
/-- The partition function is the sum of Boltzmann factors over energy levels. -/
theorem trace_gibbs {H U V : Matrix n n ℂ} {e : n → ℝ} (hUV : U * V = 1)
    (hH : H = U * diagonal (fun i => (e i : ℂ)) * V) (β : ℝ) :
    trace (gibbs H β) = ((∑ i, Real.exp (-β * e i) : ℝ) : ℂ) := by
  have h := trace_moment hUV hH β 0 0
  simp only [pow_zero, one_mul] at h
  exact h
```

The case $k=1$, $c=0$ gives $E=m$. The case $k=2$, $c=m$ then identifies the matrix variance with the level variance.

```lean
/-- The thermal energy and its variance are the Boltzmann mean and variance of the levels. -/
theorem energy_and_variance_eq {H U V : Matrix n n ℂ} {e : n → ℝ} (hUV : U * V = 1)
    (hH : H = U * diagonal (fun i => (e i : ℂ)) * V) (β : ℝ) :
    energy H β = (levelMean e β : ℂ) ∧ energyVariance H β = (levelVariance e β : ℂ) := by
  have h1 := trace_moment hUV hH β 0 1
  simp only [Complex.ofReal_zero, zero_smul, sub_zero, pow_one] at h1
  have hE : energy H β = (levelMean e β : ℂ) := by
    rw [energy, thermalMean, h1, trace_gibbs hUV hH, levelMean, Complex.ofReal_div]
  refine ⟨hE, ?_⟩
  rw [energyVariance, hE, thermalMean, trace_moment hUV hH, trace_gibbs hUV hH,
    levelVariance, Complex.ofReal_div]
```

The derivative of the matrix energy follows from that of the level mean. `HasDerivAt` states that `energy H` is differentiable at `β` and that the derivative is the given value.

```lean
/-- The thermal energy of a Hermitian Hamiltonian has derivative minus the thermal variance
of the energy at every real inverse temperature. -/
theorem hasDerivAt_energy [Nonempty n] {H : Matrix n n ℂ} (hH : H.IsHermitian) (β : ℝ) :
    HasDerivAt (energy H) (-energyVariance H β) β := by
  obtain ⟨U, V, e, hUV, hd⟩ := exists_levels hH
  have hfun : energy H = fun b : ℝ => (levelMean e b : ℂ) :=
    funext fun b => (energy_and_variance_eq hUV hd b).1
  rw [(energy_and_variance_eq hUV hd β).2, hfun, ← Complex.ofReal_neg]
  exact (hasDerivAt_levelMean e β).ofReal_comp
```

The derivative is thus zero exactly when the variance is. Suppose that

$$\frac1Z\sum_i(e_i-m)^2w_i=0 .$$

Every term is nonnegative, so every term is zero. Since $w_i>0$, each $e_i$ equals $m$. Then $D=m\mathbf 1$ and $H=U(m\mathbf 1)V=m\mathbf 1$. Conversely, if $H=c\mathbf 1$ with $c$ real, then $He^{-\beta H}=c\,e^{-\beta H}$, so $E=c$. Hence $H-E\mathbf 1=0$, and the variance vanishes.

In the proof, `he` places each level at the mean and `hD` turns this into a statement about the diagonal matrix. The second half computes `hE` and `h0` without using the levels, except for the nonzero trace `hT`.

```lean
/-- For a Hermitian Hamiltonian at any real inverse temperature, the derivative of the thermal
energy vanishes exactly when the Hamiltonian is a real multiple of the identity. -/
theorem deriv_energy_eq_zero_iff [Nonempty n] {H : Matrix n n ℂ} (hH : H.IsHermitian)
    (β : ℝ) : deriv (energy H) β = 0 ↔ ∃ c : ℝ, H = (c : ℂ) • (1 : Matrix n n ℂ) := by
  obtain ⟨U, V, e, hUV, hd⟩ := exists_levels hH
  have hZ := levelSum_pos e β
  have hT : trace (gibbs H β) ≠ 0 := by
    rw [trace_gibbs hUV hd]
    exact Complex.ofReal_ne_zero.2 hZ.ne'
  rw [(hasDerivAt_energy hH β).deriv, neg_eq_zero]
  constructor
  · intro h
    rw [(energy_and_variance_eq hUV hd β).2, Complex.ofReal_eq_zero, levelVariance] at h
    have hs := (div_eq_zero_iff.1 h).resolve_right hZ.ne'
    -- positive weights force every level to sit at the mean
    have he : ∀ i, e i = levelMean e β := by
      intro i
      have hi := (Finset.sum_eq_zero_iff_of_nonneg (fun i _ => by positivity)).1 hs i
        (Finset.mem_univ i)
      have hsq := (mul_eq_zero.1 hi).resolve_right (Real.exp_ne_zero _)
      exact sub_eq_zero.1 ((pow_eq_zero_iff two_ne_zero).1 hsq)
    have hD : diagonal (fun i => (e i : ℂ))
        = (levelMean e β : ℂ) • (1 : Matrix n n ℂ) := by
      ext i j
      by_cases hij : i = j
      · subst hij; simp [← he i]
      · simp [hij]
    refine ⟨levelMean e β, ?_⟩
    rw [hd, hD, Matrix.mul_smul, Matrix.mul_one, Matrix.smul_mul, hUV]
  · rintro ⟨c, hc⟩
    have hE : energy H β = (c : ℂ) := by
      have h1 : H * gibbs H β = (c : ℂ) • gibbs H β := by
        conv_lhs => arg 1; rw [hc]
        rw [Matrix.smul_mul, Matrix.one_mul]
      rw [energy, thermalMean, h1, Matrix.trace_smul, smul_eq_mul,
        mul_div_cancel_right₀ _ hT]
    have h0 : H - (c : ℂ) • (1 : Matrix n n ℂ) = 0 := sub_eq_zero.2 hc
    rw [energyVariance, hE, h0]
    simp [thermalMean]
```

The equivalence holds at each `β` separately, so a derivative that vanishes at one inverse temperature vanishes at all of them. With a single basis state, every Hermitian $H$ is a real number times the identity, and the derivative is always zero.

Without Hermiticity the equivalence fails. Take

$$H=\begin{pmatrix}0&1\\0&0\end{pmatrix},\qquad H^2=0,\qquad e^{-\beta H}=\mathbf 1-\beta H .$$

Then $\mathrm{Tr}\,e^{-\beta H}=2$ and $\mathrm{Tr}(He^{-\beta H})=\mathrm{Tr}\,H=0$. The energy is zero at every $\beta$, and so is its derivative, yet $H$ is not a multiple of the identity. Both eigenvalues are equal, as in the argument above, but $H$ cannot be diagonalised, so equal eigenvalues no longer force it to be scalar.

## Positive k and T, with H held fixed

The Boltzmann constant `k` converts temperature into energy, and the theorem accepts any positive value, so the choice of units is free. The condition `0 < T` restricts the statement to ordinary temperatures. The matrix `H` does not change with `T`, which excludes thermal expansion and temperature-dependent effective Hamiltonians.

With $\beta=1/(kT)$, the chain rule gives

$$\frac{d\beta}{dT}=-\frac1{kT^2},\qquad \frac{dE}{dT}=\frac{dE}{d\beta}\,\frac{d\beta}{dT}=\frac{\langle(H-E)^2\rangle}{kT^2}.$$

The derivation by hand uses the two conditions only to ensure $kT\neq0$. In the proof they do the same work through `hkT` and the `positivity` calls in `hb`, which differentiates $1/(kt)$; `HasDerivAt.scomp` is the chain rule. At $T=0$ the inverse temperature is undefined, and the formula has no meaning there.

```lean
/-- For a Hermitian Hamiltonian, the heat capacity `dE/dT` at positive temperature equals the
thermal variance of the energy divided by `k T²`, where `k` is the Boltzmann constant. -/
theorem heatCapacity_eq [Nonempty n] {H : Matrix n n ℂ} (hH : H.IsHermitian)
    {k T : ℝ} (hk : 0 < k) (hT : 0 < T) :
    HasDerivAt (fun t : ℝ => energy H (1 / (k * t)))
      (energyVariance H (1 / (k * T)) / ((k : ℂ) * (T : ℂ) ^ 2)) T := by
  have hkT : k * T ≠ 0 := by positivity
  have hb : HasDerivAt (fun t : ℝ => 1 / (k * t)) (-1 / (k * T ^ 2)) T := by
    refine ((hasDerivAt_const T (1 : ℝ)).fun_div
      ((hasDerivAt_id' T).const_mul k) hkT).congr_deriv ?_
    rw [div_eq_div_iff (by positivity) (by positivity)]
    ring
  -- chain rule through the inverse temperature
  refine (HasDerivAt.scomp T (hasDerivAt_energy hH (1 / (k * T))) hb).congr_deriv ?_
  rw [Complex.real_smul]
  generalize energyVariance H (1 / (k * T)) = W
  push_cast
  ring

end

end QuantumHeatCapacity
```

```lean
#print axioms QuantumHeatCapacity.deriv_energy_eq_zero_iff
#print axioms QuantumHeatCapacity.heatCapacity_eq
```

```
'QuantumHeatCapacity.deriv_energy_eq_zero_iff' depends on axioms: [propext, Classical.choice, Quot.sound]
'QuantumHeatCapacity.heatCapacity_eq' depends on axioms: [propext, Classical.choice, Quot.sound]
```
